# In ground states with total Sz = 1/2 and J > 0, the apex spin of an isosceles spin-1/2 trimer jumps from −1/6 to 1/2 as K passes J

If I treat a nearly equilateral trimer of spins 1/2 as equilateral and share the total $S^z = 1/2$ equally, I predict $\langle S_1^z\rangle = 1/6$ at site 1, the apex. Then I diagonalise

$$H = J(\mathbf S_1\cdot\mathbf S_2 + \mathbf S_1\cdot\mathbf S_3) + K\,\mathbf S_2\cdot\mathbf S_3$$

with $J > 0$ and $K$ one percent below $J$, and I get $-1/6$. One percent above, I get $+1/2$. My guess has the wrong sign in one case and is three times too small in the other. Is this an artefact of a near degeneracy, or does every ground state with $S^z = 1/2$ really behave like this?

## Two doublets cross at K = J

It is real. Two doublets with different spin densities cross at $K = J$, and a small distortion that keeps the bonds 1–2 and 1–3 equal decides which one is lower.

Write $\psi_{ijk}$ for the amplitude with spins $i,j,k$ at sites 1, 2, 3, where 0 is up and 1 is down. For two spins 1/2, $\mathbf S_a\cdot\mathbf S_b = \tfrac12 P_{ab} - \tfrac14$, where $P_{ab}$ swaps the spins. Total $S^z = 1/2$ leaves three amplitudes, $a = \psi_{100}$, $b = \psi_{010}$ and $c = \psi_{001}$. At energy $E$ they obey

$$\begin{aligned}
Ea &= \tfrac J2(b + c - a) + \tfrac K4 a,\\
Eb &= \tfrac J2 a + K\left(\tfrac c2 - \tfrac b4\right),\\
Ec &= \tfrac J2 a + K\left(\tfrac b2 - \tfrac c4\right).
\end{aligned}$$

Adding all three, subtracting the third from the second, and taking twice the first minus the other two gives

$$\begin{aligned}
\left(E - \tfrac J2 - \tfrac K4\right)(a+b+c) &= 0,\\
\left(E + \tfrac{3K}4\right)(b-c) &= 0,\\
\left(E - \tfrac K4 + J\right)(2a-b-c) &= 0.
\end{aligned}$$

If $E$ is none of the three levels, all three combinations vanish, and so do $a$, $b$ and $c$. States with one spin up obey the same equations, and the fully polarised states have energy $J/2 + K/4$. These three levels are therefore the whole spectrum.

The level $K/4 - J$ lies $3J/2$ below $J/2 + K/4$, and it lies $K - J$ above $-3K/4$. This leaves two cases:

- For $K < J$ the lowest level is $K/4 - J$. Then $a+b+c = 0$ and $b = c$, so the normalised state is $(a,b,c) = (-2,1,1)/\sqrt6$ up to a phase, and $\langle S_1^z\rangle = \tfrac12\left(\tfrac16+\tfrac16-\tfrac46\right) = -\tfrac16$.
- For $K > J$ the lowest level is $-3K/4$. Then $a+b+c = 0$ and $2a = b+c$, so $a = 0$ and $c = -b$. The normalised state is $(0,1,-1)/\sqrt2$: spins 2 and 3 form a singlet, spin 1 is up, and $\langle S_1^z\rangle = \tfrac12$.

To first order in a contact hyperfine coupling at site 1, the splitting of the ground doublet thus has opposite signs for $K < J$ and $K > J$. A coupling at site 1 does not mix the two doublets, because it leaves the swap of sites 2 and 3 a symmetry, but close to $K = J$ their split levels overlap.

## Ground states as eight complex amplitudes

In the Lean file a `State` is the array of all eight amplitudes `ψ i j k`, not necessarily normalised. `S1`, `S2` and `S3` apply the matrices `spin` to one index each, in units of ħ, and component 2 is z, so `S1 2` is $S_1^z$. `hamiltonian J K` is built from these spin operators, with the signs used above: positive $J$ and $K$ are antiferromagnetic.

`IsGroundState` asks for a nonzero eigenvector whose real energy is the lowest over all eight dimensions. `expect` divides by $\langle\psi|\psi\rangle$.

The final theorem, `spin_density_flip`, takes any ground state with `totalSz ψ = (1 / 2 : ℂ) • ψ` and $J > 0$. It gives $-1/6$ if $K < J$ and $1/2$ if $K > J$. $K$ may be any real number, including a negative one. Such ground states exist: `doublet_ground` and `doublet_eigen` together exhibit one on each side.

The theorem gives no density at $K = J$, where `doublet_ground` makes both doublets ground states. The model has no temperature, applied field or anisotropic exchange, and its two bonds at site 1 are equal. If these bonds differ slightly, the two doublets mix and the jump becomes a continuous change. A thermal average over the $S^z = 1/2$ states of the two doublets also smooths the jump, over a range of $K$ around $J$ of order $k_BT$.

The ground state could also have been defined as the lowest state within the $S^z = 1/2$ subspace. That reduces the problem to the three amplitudes above and gives the same densities, but `doublet_ground` would then no longer say that no state with another $S^z$ lies lower.

```lean
import Mathlib

open scoped ComplexConjugate

namespace IsoscelesTrimer

noncomputable section

/-- A state of three spins 1/2: the amplitude `ψ i j k`, with index 0 for up and 1 for down. -/
abbrev State := Fin 2 → Fin 2 → Fin 2 → ℂ

/-- The spin-1/2 matrices: components 0, 1, 2 are x, y, z, in units of ħ. -/
def spin : Fin 3 → Matrix (Fin 2) (Fin 2) ℂ :=
  ![!![0, 1/2; 1/2, 0], !![0, -Complex.I/2; Complex.I/2, 0], !![1/2, 0; 0, -1/2]]

/-- Component `a` of the spin at site 1. -/
def S1 (a : Fin 3) (ψ : State) : State := fun i j k => ∑ m, spin a i m * ψ m j k

/-- Component `a` of the spin at site 2. -/
def S2 (a : Fin 3) (ψ : State) : State := fun i j k => ∑ m, spin a j m * ψ i m k

/-- Component `a` of the spin at site 3. -/
def S3 (a : Fin 3) (ψ : State) : State := fun i j k => ∑ m, spin a k m * ψ i j m

/-- The z component of the total spin. -/
def totalSz (ψ : State) : State := S1 2 ψ + S2 2 ψ + S3 2 ψ

/-- The Hamiltonian `J (S1·S2 + S1·S3) + K S2·S3`. -/
def hamiltonian (J K : ℝ) (ψ : State) : State :=
  (J : ℂ) • ((∑ a, S1 a (S2 a ψ)) + (∑ a, S1 a (S3 a ψ))) + (K : ℂ) • (∑ a, S2 a (S3 a ψ))

/-- A ground state: a nonzero eigenvector whose energy is the lowest of all real eigenvalues. -/
def IsGroundState (A : State → State) (ψ : State) : Prop :=
  ψ ≠ 0 ∧ ∃ E : ℝ, A ψ = (E : ℂ) • ψ ∧
    ∀ (E' : ℝ) (φ : State), φ ≠ 0 → A φ = (E' : ℂ) • φ → E ≤ E'

/-- The inner product of two states. -/
def braket (ψ φ : State) : ℂ := ∑ i, ∑ j, ∑ k, conj (ψ i j k) * φ i j k

/-- The expectation value of `A` in a nonzero, not necessarily normalised, state. -/
def expect (A : State → State) (ψ : State) : ℂ := braket ψ (A ψ) / braket ψ ψ

/-- The magnetic quantum number of up (1/2) and down (-1/2). -/
def mz : Fin 2 → ℂ := ![1/2, -1/2]

/-- States with one spin down: amplitude `-2x` for site 1 down, `x + y` for site 2 down
and `x - y` for site 3 down. -/
def doublet (x y : ℂ) : State := ![![![0, x - y], ![x + y, 0]], ![![-2 * x, 0], ![0, 0]]]

/-- Exchange identity: the scalar product of two spins 1/2 is half the swap of the two spins
minus one quarter. -/
theorem exchange (ψ : State) (i j k : Fin 2) :
    (∑ a, S1 a (S2 a ψ)) i j k = ψ j i k / 2 - ψ i j k / 4 ∧
    (∑ a, S1 a (S3 a ψ)) i j k = ψ k j i / 2 - ψ i j k / 4 ∧
    (∑ a, S2 a (S3 a ψ)) i j k = ψ i k j / 2 - ψ i j k / 4 := by
  refine ⟨?_, ?_, ?_⟩ <;>
  simp only [Fin.sum_univ_three, Pi.add_apply, S1, S2, S3, Fin.sum_univ_two] <;>
  fin_cases i <;> fin_cases j <;> fin_cases k <;>
  simp [spin] <;> ring_nf <;> simp only [Complex.I_sq] <;> ring

/-- The Hamiltonian in components, written with swaps of spins. -/
theorem hamiltonian_apply (J K : ℝ) (ψ : State) (i j k : Fin 2) :
    hamiltonian J K ψ i j k = J * ((ψ j i k + ψ k j i - ψ i j k) / 2)
      + K * (ψ i k j / 2 - ψ i j k / 4) := by
  obtain ⟨h1, h2, h3⟩ := exchange ψ i j k
  simp only [hamiltonian, Pi.add_apply, Pi.smul_apply, smul_eq_mul, h1, h2, h3]
  ring

/-- The z component of each spin multiplies an amplitude by that site's magnetic quantum
number. -/
theorem sz_diagonal (ψ : State) (i j k : Fin 2) :
    S1 2 ψ i j k = mz i * ψ i j k ∧ S2 2 ψ i j k = mz j * ψ i j k ∧
    S3 2 ψ i j k = mz k * ψ i j k := by
  refine ⟨?_, ?_, ?_⟩
  · fin_cases i <;> simp [S1, spin, mz, Fin.sum_univ_two]
  · fin_cases j <;> simp [S2, spin, mz, Fin.sum_univ_two]
  · fin_cases k <;> simp [S3, spin, mz, Fin.sum_univ_two]

/-- In an eigenstate of energy `E`, three combinations of the amplitudes with one spin `p` and
two spins `q` decouple, and each vanishes unless `E` is its own level. -/
theorem modes {J K E : ℝ} {ψ : State} (h : hamiltonian J K ψ = (E : ℂ) • ψ) (p q : Fin 2) :
    (E ≠ J / 2 + K / 4 → ψ p q q + ψ q p q + ψ q q p = 0) ∧
    (E ≠ -(3 * K / 4) → ψ q p q - ψ q q p = 0) ∧
    (E ≠ K / 4 - J → 2 * ψ p q q - ψ q p q - ψ q q p = 0) := by
  have e1 := congrFun (congrFun (congrFun h p) q) q
  have e2 := congrFun (congrFun (congrFun h q) p) q
  have e3 := congrFun (congrFun (congrFun h q) q) p
  simp only [hamiltonian_apply, Pi.smul_apply, smul_eq_mul] at e1 e2 e3
  refine ⟨fun hE => ?_, fun hE => ?_, fun hE => ?_⟩ <;>
    apply mul_left_cancel₀ (Complex.ofReal_ne_zero.mpr (sub_ne_zero.mpr hE)) <;> push_cast
  · linear_combination -(e1 + e2 + e3)
  · linear_combination -(e2 - e3)
  · linear_combination -(2 * e1 - e2 - e3)

/-- Every real eigenvalue of the Hamiltonian is `J/2 + K/4`, `K/4 - J` or `-3K/4`. -/
theorem energy_levels {J K E : ℝ} {ψ : State} (hψ : ψ ≠ 0)
    (h : hamiltonian J K ψ = (E : ℂ) • ψ) :
    E = J / 2 + K / 4 ∨ E = -(3 * K / 4) ∨ E = K / 4 - J := by
  by_contra hne
  simp only [not_or] at hne
  -- away from the three levels all modes vanish, hence all amplitudes
  have key : ∀ p q, ψ p q q = 0 ∧ ψ q p q = 0 ∧ ψ q q p = 0 := by
    intro p q
    obtain ⟨m1, m2, m3⟩ := modes h p q
    have a1 := m1 hne.1
    have a2 := m2 hne.2.1
    have a3 := m3 hne.2.2
    exact ⟨by linear_combination (a1 + a3) / 3,
      by linear_combination (2 * a1 - a3) / 6 + a2 / 2,
      by linear_combination (2 * a1 - a3) / 6 - a2 / 2⟩
  apply hψ
  funext i j k
  fin_cases i <;> fin_cases j <;> fin_cases k
  exacts [(key 0 0).1, (key 1 0).2.2, (key 1 0).2.1, (key 0 1).1,
    (key 1 0).1, (key 0 1).2.1, (key 0 1).2.2, (key 1 1).1]

/-- The states `doublet x 0` and `doublet 0 y` satisfy the eigenvalue equation with energies
`K/4 - J` and `-3K/4`, and every `doublet x y` satisfies that of total Sz with value 1/2. -/
theorem doublet_eigen (J K : ℝ) (x y : ℂ) :
    hamiltonian J K (doublet x 0) = ((K / 4 - J : ℝ) : ℂ) • doublet x 0 ∧
    hamiltonian J K (doublet 0 y) = ((-(3 * K / 4) : ℝ) : ℂ) • doublet 0 y ∧
    totalSz (doublet x y) = (1 / 2 : ℂ) • doublet x y := by
  refine ⟨?_, ?_, ?_⟩ <;> funext i j k <;>
  simp only [hamiltonian_apply, totalSz, Pi.add_apply, sz_diagonal, Pi.smul_apply,
    smul_eq_mul] <;>
  fin_cases i <;> fin_cases j <;> fin_cases k <;> simp [doublet, mz] <;> ring

/-- For `J > 0`, `doublet 1 0` is a ground state when `K ≤ J`, and `doublet 0 1` is one when
`K ≥ J`. -/
theorem doublet_ground {J K : ℝ} (hJ : 0 < J) :
    (K ≤ J → IsGroundState (hamiltonian J K) (doublet 1 0)) ∧
    (J ≤ K → IsGroundState (hamiltonian J K) (doublet 0 1)) := by
  refine ⟨fun hK => ⟨fun h => ?_, _, (doublet_eigen J K 1 0).1, fun E' φ hφ h' => ?_⟩,
    fun hK => ⟨fun h => ?_, _, (doublet_eigen J K 0 1).2.1, fun E' φ hφ h' => ?_⟩⟩
  · simpa [doublet] using congrFun (congrFun (congrFun h 0) 0) 1
  · rcases energy_levels hφ h' with r | r | r <;> linarith
  · simpa [doublet] using congrFun (congrFun (congrFun h 0) 0) 1
  · rcases energy_levels hφ h' with r | r | r <;> linarith

/-- For `J > 0`, the expectation of S1z in every ground state with total Sz = 1/2 is -1/6 if
`K < J` and 1/2 if `K > J`. -/
theorem spin_density_flip {J K : ℝ} {ψ : State} (hJ : 0 < J)
    (hg : IsGroundState (hamiltonian J K) ψ) (hz : totalSz ψ = (1 / 2 : ℂ) • ψ) :
    (K < J → expect (S1 2) ψ = -1/6) ∧ (J < K → expect (S1 2) ψ = 1/2) := by
  obtain ⟨hψ, E, hE, hmin⟩ := hg
  -- total Sz = 1/2 leaves only the amplitudes with exactly one spin down
  have z : ∀ i j k, mz i + mz j + mz k ≠ 1 / 2 → ψ i j k = 0 := by
    intro i j k hm
    have h := congrFun (congrFun (congrFun hz i) j) k
    simp only [totalSz, Pi.add_apply, sz_diagonal, Pi.smul_apply, smul_eq_mul] at h
    apply mul_left_cancel₀ (sub_ne_zero.mpr hm)
    linear_combination h
  have z0 := z 0 0 0 (by norm_num [mz])
  have z1 := z 0 1 1 (by norm_num [mz])
  have z2 := z 1 0 1 (by norm_num [mz])
  have z3 := z 1 1 0 (by norm_num [mz])
  have z4 := z 1 1 1 (by norm_num [mz])
  have N : braket ψ ψ = conj (ψ 1 0 0) * ψ 1 0 0 + conj (ψ 0 1 0) * ψ 0 1 0
      + conj (ψ 0 0 1) * ψ 0 0 1 := by
    simp only [braket, Fin.sum_univ_two, z0, z1, z2, z3, z4]
    ring
  have M : braket ψ (S1 2 ψ) = (conj (ψ 0 1 0) * ψ 0 1 0 + conj (ψ 0 0 1) * ψ 0 0 1
      - conj (ψ 1 0 0) * ψ 1 0 0) / 2 := by
    have u : mz 0 = 1 / 2 := rfl
    have d : mz 1 = -1 / 2 := rfl
    simp only [braket, sz_diagonal, Fin.sum_univ_two, u, d, z0, z1, z2, z3, z4]
    ring
  obtain ⟨m1, m2, m3⟩ := modes hE 1 0
  constructor <;> intro hK
  · -- the lowest level is K/4 - J: the other two modes vanish
    have hle := hmin _ _ ((doublet_ground hJ).1 hK.le).1 (doublet_eigen J K 1 0).1
    have a1 := m1 (ne_of_lt (by linarith))
    have a2 := m2 (ne_of_lt (by linarith))
    have ha : ψ 1 0 0 = -(ψ 0 1 0 + ψ 0 1 0) := by linear_combination a1 + a2
    have hc : ψ 0 0 1 = ψ 0 1 0 := by linear_combination -a2
    have hb : ψ 0 1 0 ≠ 0 := fun h => hψ (by
      funext i j k
      fin_cases i <;> fin_cases j <;> fin_cases k <;> simp [z0, z1, z2, z3, z4, ha, hc, h])
    have hn : 6 * (conj (ψ 0 1 0) * ψ 0 1 0) ≠ 0 :=
      mul_ne_zero (by norm_num) (mul_ne_zero ((map_ne_zero _).mpr hb) hb)
    have N' : braket ψ ψ = 6 * (conj (ψ 0 1 0) * ψ 0 1 0) := by
      rw [N, ha, hc, map_neg, map_add]
      ring
    rw [expect, N', M, ha, hc, div_eq_iff hn, map_neg, map_add]
    ring
  · -- the lowest level is -3K/4: spins 2 and 3 form a singlet
    have hle := hmin _ _ ((doublet_ground hJ).2 hK.le).1 (doublet_eigen J K 0 1).2.1
    have a1 := m1 (ne_of_lt (by linarith))
    have a3 := m3 (ne_of_lt (by linarith))
    have ha : ψ 1 0 0 = 0 := by linear_combination (a1 + a3) / 3
    have hc : ψ 0 0 1 = -ψ 0 1 0 := by linear_combination (2 * a1 - a3) / 3
    have hb : ψ 0 1 0 ≠ 0 := fun h => hψ (by
      funext i j k
      fin_cases i <;> fin_cases j <;> fin_cases k <;> simp [z0, z1, z2, z3, z4, ha, hc, h])
    have hn : 2 * (conj (ψ 0 1 0) * ψ 0 1 0) ≠ 0 :=
      mul_ne_zero (by norm_num) (mul_ne_zero ((map_ne_zero _).mpr hb) hb)
    have N' : braket ψ ψ = 2 * (conj (ψ 0 1 0) * ψ 0 1 0) := by
      rw [N, ha, hc, map_neg]
      ring
    rw [expect, N', M, ha, hc, div_eq_iff hn, map_neg]
    ring

end

end IsoscelesTrimer
```

```lean
#print axioms IsoscelesTrimer.spin_density_flip
```

```
'IsoscelesTrimer.spin_density_flip' depends on axioms: [propext, Classical.choice, Quot.sound]
```

## From decoupled modes to the densities

`exchange` proves the swap identity for each pair by running through all eight index triples, and `hamiltonian_apply` turns it into the component form of $H$. `sz_diagonal` says that each $S^z$ multiplies an amplitude by $\pm\tfrac12$.

`modes` is the decoupling step. It reads the eigenvalue equation at three index triples, and `linear_combination` forms the sum and differences taken above. The nonzero factor, $E$ minus the level, is then cancelled. With `p = 1`, `q = 0` this is the case of one spin down; `p = 0`, `q = 1` gives one spin up, and `p = q` the polarised states. `energy_levels` uses all of them: if $E$ were none of the three levels, every amplitude would vanish.

`doublet x y` has $a = -2x$, $b = x+y$ and $c = x-y$. `doublet_eigen` checks the energies of `doublet x 0` and `doublet 0 y`, and the total $S^z$ of every `doublet x y`. `doublet_ground` compares the levels.

In `spin_density_flip`, the step `z` removes the five amplitudes with the wrong total $S^z$, while `N` and `M` write $\langle\psi|\psi\rangle$ and $\langle\psi|S_1^z|\psi\rangle$ in terms of $a$, $b$, $c$. Comparison with the explicit doublet (`hle`) puts $E$ strictly below the other two levels, so `modes` makes their combinations vanish. The resulting relations `ha` and `hc` express $a$ and $c$ through $b$, and `hb` shows $b \neq 0$. The norm is then $6|b|^2$ for $K < J$ and $2|b|^2$ for $K > J$, and the quotient is $-1/6$ or $1/2$.
